# The LAPW match built from r^l and r^(l+2) never exceeds a wave Σ c_m r^(l+2m) with all c_m ≥ 0

## Why does my zero-energy match always come out too low?

In an empty muffin-tin sphere, the zero-energy linearized function $a\,r^l + b\,r^{l+2}$, matched in value and slope at the sphere radius $R$ to a regular free wave of negative energy, with the wave's overall sign chosen positive, never rises above that wave. I see this for every $l$ and every energy below zero that I try. I had expected a linearization error that changes sign somewhere inside the sphere, as fitting errors often do. Is the sign fixed, and does it stay fixed if I continue both functions past $R$?

## The match is a tangent line in r²

Yes to both. If $f(r)=\sum_m c_m r^{l+2m}$ has all $c_m\ge 0$ and converges for every $r\ge 0$, then the combination that matches it at $R>0$ satisfies $a\,r^l+b\,r^{l+2}\le f(r)$ for all $r\ge 0$. In the variable $x=r^2$ the match is a tangent line to a convex function.

**Where the powers come from.** Take a free particle with $-\nabla^2\psi=E\psi$ and $E=-\kappa^2<0$. The radial function in channel $l$ obeys
$$f''+\frac{2}{r}f'-\frac{l(l+1)}{r^2}f=\kappa^2 f .$$
The operator on the left sends $r^{l+2m}$ to $2m(2l+2m+1)\,r^{l+2m-2}$. The regular solution therefore has
$$c_m=\frac{\kappa^2}{2m(2l+2m+1)}\,c_{m-1},$$
and all coefficients are positive once $c_0>0$. The ratio $c_m/c_{m-1}$ tends to zero, so the series converges for every $r$. At $E=0$ only $u=r^l$ remains. Its energy derivative solves $-\nabla^2\dot u=u$ in this channel, which gives $\dot u=-r^{l+2}/\bigl(2(2l+3)\bigr)$ up to a multiple of $u$. LAPW codes usually normalise $u_l$ over the sphere and take $\dot u_l$ orthogonal to it. These two functions span the same two-dimensional space, so the matched function is the same, although its coefficients are not $a$ and $b$.

**Matching.** Put $A=aR^l$ and $B=bR^{l+2}$. Equal value and equal slope, the latter multiplied by $R$, read
$$A+B=f(R),\qquad lA+(l+2)B=Rf'(R).$$
The determinant is 2, so there is exactly one solution:
$$A=\tfrac12\bigl[(l+2)f(R)-Rf'(R)\bigr],\qquad B=\tfrac12\bigl[Rf'(R)-l f(R)\bigr].$$

**Tangency.** Write $f(r)=r^l g(r^2)$ with $g(x)=\sum_m c_m x^m$. Dividing the value condition by $R^l$ gives $g(R^2)=a+bR^2$. For the slope, consider
$$\frac{f(r)-a r^l-b r^{l+2}}{r^l}=g(r^2)-a-b r^2 .$$
The numerator on the left vanishes at $R$ together with its derivative, so the quotient has zero derivative there. Differentiating the right side gives $2R\,[g'(R^2)-b]=0$, hence $g'(R^2)=b$. The line $a+bx$ is the tangent of $g$ at $x=R^2$.

**Convexity.** Each $c_m x^m$ with $c_m\ge0$ is convex on $x\ge0$, and so is the sum $g$. A convex function lies on or above its tangent:
$$g(x)\ge g(R^2)+b(x-R^2)=a+bx\qquad(x\ge 0).$$
Setting $x=r^2$ and multiplying by $r^l\ge0$ gives the bound, on both sides of $R$.

## The smallest wave with an error

If only $c_0$ and $c_1$ are nonzero, the match reproduces $f$ exactly. The first term that leaves an error is $f=c_2r^{l+4}$. Here $a=-c_2R^4$ and $b=2c_2R^2$, and the gap is
$$f(r)-a r^l-b r^{l+2}=c_2\,r^l\,(r^2-R^2)^2 .$$
It touches zero at $R$ without changing sign. For the free wave $c_2/c_0$ is proportional to $\kappa^4=E^2$, so at small $\kappa R$ the relative error is of second order in the energy.

"Too low" refers to the signed value, not to the magnitude. For the reduced s wave $\sinh(\kappa r)$, matched by $ar+br^3$, one finds $aR=\tfrac12(3\sinh\kappa R-\kappa R\cosh\kappa R)$. This is negative for $\kappa R\ge3$, and the match then dips below zero near the origin while the wave stays positive.

## What the Lean statements say

The radial function is a map `f : ℝ → ℝ`, and `trial l a b r` is $a\,r^l+b\,r^{l+2}$ with `l` a natural number. `MatchesAt f l a b R` says that the two functions agree at `R` and have a common derivative `s` there. The derivative is two-sided, so `f` is understood as continued smoothly through the sphere boundary. All four results below take `R > 0`.

- `existsUnique_match`: any `f` differentiable at `R > 0` is matched by exactly one pair of coefficients. No sign condition enters.
- `linearization_le`: if all `c m` are nonnegative and the series sums to `f r` for every `r ≥ 0`, a matching `trial` is at most `f` for every `r ≥ 0`. `HasSum` expresses the convergence together with its value.
- `finite_wave`: for a sum over a finite set `S` of indices, with `c m ≥ 0` required only on `S`, the match exists, is unique and obeys the bound. An empty `S` is allowed and gives the zero wave.
- `sinh_wave`: for `κ ≥ 0`, a match $ar+br^3$ to $\sinh(\kappa r)$ obeys the bound.

In `sinh_wave` the parameter `l` equals 1 although the angular momentum is 0. The function there is the reduced one, $r$ times the radial function, which raises every power by one. In general `l` is just the exponent of the $m=0$ term.

The theorems start from the power series; the radial equation and the recursion for $c_m$ above are the physical reason for assuming nonnegative coefficients. One step left to a real crystal is the potential. Inside an actual muffin-tin sphere it is not constant, and $u_l$ and $\dot u_l$ are numerical solutions instead of powers of $r$. What the result covers is a sphere of constant potential with the linearization energy placed at that constant. If an exact radial solution of lower energy, taken positive, is replaced by the linearized function with the same value and slope at $R$, the error has a fixed sign. The result does not cover a single LAPW basis function, which is matched to a plane wave: the radial parts $j_l(Kr)$ of a plane wave with $K>0$ have coefficients of alternating sign.

```lean
import Mathlib

open Set

namespace LAPWZeroEnergyLinearization

noncomputable section

/-- The combination `a r^l + b r^(l+2)` used to match a wave at the sphere boundary. -/
def trial (l : ℕ) (a b r : ℝ) : ℝ := a * r ^ l + b * r ^ (l + 2)

/-- The combination with coefficients `a`, `b` agrees with `f` in value and slope at `R`. -/
def MatchesAt (f : ℝ → ℝ) (l : ℕ) (a b R : ℝ) : Prop :=
  trial l a b R = f R ∧ ∃ s, HasDerivAt f s R ∧ HasDerivAt (trial l a b) s R

/-- The slope of the combination `a r^l + b r^(l+2)`. -/
theorem hasDerivAt_trial (l : ℕ) (a b r : ℝ) :
    HasDerivAt (trial l a b) (a * (l * r ^ (l - 1)) + b * ((l + 2) * r ^ (l + 1))) r := by
  have h : HasDerivAt (trial l a b) _ r :=
    ((hasDerivAt_pow l r).const_mul a).fun_add ((hasDerivAt_pow (l + 2) r).const_mul b)
  rw [show l + 2 - 1 = l + 1 from rfl, Nat.cast_add, Nat.cast_ofNat] at h
  exact h

/-- A wave differentiable at `R > 0` is matched there in value and slope by exactly one
combination of `r^l` and `r^(l+2)`. -/
theorem existsUnique_match {f : ℝ → ℝ} {s R : ℝ} (l : ℕ) (hR : 0 < R)
    (hs : HasDerivAt f s R) : ∃! p : ℝ × ℝ, MatchesAt f l p.1 p.2 R := by
  have hl : R ^ l ≠ 0 := (pow_pos hR l).ne'
  have hl2 : R ^ (l + 2) ≠ 0 := (pow_pos hR (l + 2)).ne'
  have hp : (l : ℝ) * R ^ (l - 1) * R = l * R ^ l := by
    rcases l with _ | n
    · simp
    · rw [Nat.add_sub_cancel]; ring
  obtain ⟨a, ha⟩ : ∃ a, a * R ^ l = ((l + 2) * f R - R * s) / 2 :=
    ⟨_, div_mul_cancel₀ _ hl⟩
  obtain ⟨b, hb⟩ : ∃ b, b * R ^ (l + 2) = (R * s - l * f R) / 2 :=
    ⟨_, div_mul_cancel₀ _ hl2⟩
  refine ⟨(a, b), ⟨?_, s, hs, ?_⟩, ?_⟩
  · show a * R ^ l + b * R ^ (l + 2) = f R
    linear_combination ha + hb
  · refine (hasDerivAt_trial l a b R).congr_deriv (mul_right_cancel₀ hR.ne' ?_)
    linear_combination a * hp + l * ha + (l + 2) * hb
  · rintro ⟨a', b'⟩ ⟨hv, s', hs', ht⟩
    have hv' : a' * R ^ l + b' * R ^ (l + 2) = f R := hv
    have e3 := (hs.unique hs').trans (ht.unique (hasDerivAt_trial l a' b' R))
    have e4 : R * s = l * (a' * R ^ l) + (l + 2) * (b' * R ^ (l + 2)) := by
      linear_combination R * e3 + a' * hp
    refine Prod.ext (mul_right_cancel₀ hl ?_) (mul_right_cancel₀ hl2 ?_)
    · linear_combination (l + 2) / 2 * hv' + 1 / 2 * e4 - ha
    · linear_combination -l / 2 * hv' - 1 / 2 * e4 - hb

/-- A wave `Σ c_m r^(l+2m)` convergent for all `r ≥ 0` is `r^l` times a power series in `r²`. -/
theorem exists_profile {f : ℝ → ℝ} {c : ℕ → ℝ} {l : ℕ}
    (hf : ∀ r, 0 ≤ r → HasSum (fun m => c m * r ^ (l + 2 * m)) (f r)) :
    ∃ g : ℝ → ℝ, (∀ x, 0 ≤ x → HasSum (fun m => c m * x ^ m) (g x)) ∧
      ∀ r, 0 ≤ r → f r = r ^ l * g (r ^ 2) := by
  have hs : ∀ x : ℝ, 0 ≤ x → Summable (fun m => c m * x ^ m) := by
    intro x hx
    rcases hx.eq_or_lt with rfl | hx
    · exact (hasSum_single 0 (fun m hm => by simp [hm])).summable
    · have hne : (√x) ^ l ≠ 0 := (pow_pos (Real.sqrt_pos.2 hx) l).ne'
      have e : (fun m => c m * x ^ m) =
          fun m => ((√x) ^ l)⁻¹ * (c m * (√x) ^ (l + 2 * m)) := by
        funext m
        rw [pow_add, pow_mul, Real.sq_sqrt hx.le]
        field_simp
      rw [e]
      exact (hf _ (Real.sqrt_nonneg x)).summable.mul_left _
  refine ⟨fun x => ∑' m, c m * x ^ m, fun x hx => (hs x hx).hasSum,
    fun r hr => (hf r hr).unique ?_⟩
  have e : (fun m => c m * r ^ (l + 2 * m)) = fun m => r ^ l * (c m * (r ^ 2) ^ m) := by
    funext m
    rw [pow_add, pow_mul]
    ring
  rw [e]
  exact (hs _ (sq_nonneg r)).hasSum.mul_left _

/-- A power series with nonnegative coefficients, convergent on `[0,∞)`, is convex there. -/
theorem profile_convex {g : ℝ → ℝ} {c : ℕ → ℝ} (hc : ∀ m, 0 ≤ c m)
    (hg : ∀ x, 0 ≤ x → HasSum (fun m => c m * x ^ m) (g x)) : ConvexOn ℝ (Ici 0) g := by
  refine ⟨convex_Ici 0, fun x hx y hy p q hp hq hpq => ?_⟩
  simp only [smul_eq_mul]
  have key : ∀ m, c m * (p * x + q * y) ^ m ≤ p * (c m * x ^ m) + q * (c m * y ^ m) := by
    intro m
    have h := (convexOn_pow m).2 hx hy hp hq hpq
    simp only [smul_eq_mul] at h
    linarith [mul_le_mul_of_nonneg_left h (hc m)]
  exact hasSum_le key (hg _ (add_nonneg (mul_nonneg hp hx) (mul_nonneg hq hy)))
    (((hg x hx).mul_left p).add ((hg y hy).mul_left q))

/-- If `f(r) = r^l g(r²)` for `r ≥ 0` with `g` convex on `[0,∞)`, and `a r^l + b r^(l+2)` matches
`f` in value and slope at `R > 0`, then `a + b x` is at most `g x` for all `x ≥ 0`. -/
theorem tangent_below {f g : ℝ → ℝ} {l : ℕ} {a b R : ℝ} (hR : 0 < R)
    (hgc : ConvexOn ℝ (Ici 0) g) (hfg : ∀ r, 0 ≤ r → f r = r ^ l * g (r ^ 2))
    (hm : MatchesAt f l a b R) {x : ℝ} (hx : 0 ≤ x) : a + b * x ≤ g x := by
  obtain ⟨hv, s, hs, ht⟩ := hm
  have hl : R ^ l ≠ 0 := (pow_pos hR l).ne'
  have h0 : g (R ^ 2) = a + b * R ^ 2 := by
    have h1 : a * R ^ l + b * R ^ (l + 2) = R ^ l * g (R ^ 2) := hv.trans (hfg R hR.le)
    apply mul_left_cancel₀ hl
    linear_combination -h1
  -- the mismatch divided by `r^l` is stationary at `R`
  have hq : HasDerivAt (fun r => (f r - trial l a b r) / r ^ l) 0 (√(R ^ 2)) := by
    rw [Real.sqrt_sq hR.le]
    refine ((hs.fun_sub ht).fun_div (hasDerivAt_pow l R) hl).congr_deriv ?_
    rw [hv]
    simp
  have hlin : HasDerivAt (fun x : ℝ => a + b * x) b (R ^ 2) :=
    (((hasDerivAt_id' (R ^ 2)).const_mul b).const_add a).congr_deriv (mul_one b)
  -- hence `g` has slope `b` at `R²`
  have hgd : HasDerivAt g b (R ^ 2) := by
    have hcomp := hq.comp (R ^ 2) (Real.hasDerivAt_sqrt (pow_pos hR 2).ne')
    refine ((hcomp.fun_add hlin).congr_deriv (by ring)).congr_of_eventuallyEq ?_
    filter_upwards [Ioi_mem_nhds (pow_pos hR 2)] with y hy
    have hy' : 0 < y := hy
    have hP : (√y) ^ l ≠ 0 := (pow_pos (Real.sqrt_pos.2 hy') l).ne'
    show g y = (f (√y) - (a * (√y) ^ l + b * (√y) ^ (l + 2))) / (√y) ^ l + (a + b * y)
    have e : f (√y) - (a * (√y) ^ l + b * (√y) ^ (l + 2)) =
        (√y) ^ l * (g y - (a + b * y)) := by
      rw [hfg _ (Real.sqrt_nonneg y), pow_add, Real.sq_sqrt hy'.le]
      ring
    rw [e, mul_div_cancel_left₀ _ hP]
    ring
  -- a convex function lies on or above its tangent
  have hX : R ^ 2 ∈ Ici (0 : ℝ) := sq_nonneg R
  rcases lt_trichotomy x (R ^ 2) with h | h | h
  · have hsl := hgc.slope_le_of_hasDerivAt hx hX h hgd
    rw [slope_def_field, div_le_iff₀ (sub_pos.2 h)] at hsl
    linarith
  · rw [h, h0]
  · have hsl := hgc.le_slope_of_hasDerivAt hX hx h hgd
    rw [slope_def_field, le_div_iff₀ (sub_pos.2 h)] at hsl
    linarith

/-- A wave `Σ c_m r^(l+2m)` with all `c_m ≥ 0`, convergent for all `r ≥ 0`, is nowhere
exceeded on `r ≥ 0` by the combination of `r^l` and `r^(l+2)` that matches it at `R > 0`. -/
theorem linearization_le {f : ℝ → ℝ} {c : ℕ → ℝ} {l : ℕ} {a b R r : ℝ} (hR : 0 < R)
    (hc : ∀ m, 0 ≤ c m) (hf : ∀ r, 0 ≤ r → HasSum (fun m => c m * r ^ (l + 2 * m)) (f r))
    (hm : MatchesAt f l a b R) (hr : 0 ≤ r) : trial l a b r ≤ f r := by
  obtain ⟨g, hg, hfg⟩ := exists_profile hf
  have h := tangent_below hR (profile_convex hc hg) hfg hm (sq_nonneg r)
  rw [hfg r hr, trial]
  linarith [mul_le_mul_of_nonneg_left h (pow_nonneg hr l),
    show r ^ l * (a + b * r ^ 2) = a * r ^ l + b * r ^ (l + 2) by ring]

/-- For a finite sum of `c_m r^(l+2m)` with all `c_m ≥ 0`, exactly one combination of `r^l`
and `r^(l+2)` matches it at `R > 0`, and that combination nowhere exceeds it on `r ≥ 0`. -/
theorem finite_wave (S : Finset ℕ) {c : ℕ → ℝ} (l : ℕ) {R : ℝ} (hR : 0 < R)
    (hc : ∀ m ∈ S, 0 ≤ c m) :
    (∃! p : ℝ × ℝ, MatchesAt (fun r => ∑ m ∈ S, c m * r ^ (l + 2 * m)) l p.1 p.2 R) ∧
    ∀ a b, MatchesAt (fun r => ∑ m ∈ S, c m * r ^ (l + 2 * m)) l a b R →
      ∀ r, 0 ≤ r → trial l a b r ≤ ∑ m ∈ S, c m * r ^ (l + 2 * m) := by
  have hd : DifferentiableAt ℝ (fun r : ℝ => ∑ m ∈ S, c m * r ^ (l + 2 * m)) R := by
    fun_prop
  refine ⟨existsUnique_match l hR hd.hasDerivAt, fun a b hm r hr => ?_⟩
  -- extend the coefficients by zero outside `S`
  refine linearization_le (c := fun m => if m ∈ S then c m else 0) hR ?_ ?_ hm hr
  · intro m
    by_cases h : m ∈ S
    · simpa [h] using hc m h
    · simp [h]
  · intro x _
    have h : HasSum (fun m => (if m ∈ S then c m else 0) * x ^ (l + 2 * m))
        (∑ m ∈ S, (if m ∈ S then c m else 0) * x ^ (l + 2 * m)) :=
      hasSum_sum_of_ne_finset_zero (fun m hm => by simp [hm])
    have e : ∑ m ∈ S, (if m ∈ S then c m else 0) * x ^ (l + 2 * m) =
        ∑ m ∈ S, c m * x ^ (l + 2 * m) :=
      Finset.sum_congr rfl (fun m hm => by rw [if_pos hm])
    rw [e] at h
    exact h

/-- The reduced s wave `sinh (κ r)` with `κ ≥ 0` is nowhere exceeded on `r ≥ 0` by the
combination `a r + b r³` that matches it at `R > 0`. -/
theorem sinh_wave {κ a b R r : ℝ} (hκ : 0 ≤ κ) (hR : 0 < R)
    (hm : MatchesAt (fun r => Real.sinh (κ * r)) 1 a b R) (hr : 0 ≤ r) :
    a * r + b * r ^ 3 ≤ Real.sinh (κ * r) := by
  have h := linearization_le (c := fun m => κ ^ (2 * m + 1) / (Nat.factorial (2 * m + 1) : ℝ))
    hR (fun m => by positivity) ?_ hm hr
  · simpa [trial] using h
  · intro x _
    have e : (fun m : ℕ => κ ^ (2 * m + 1) / (Nat.factorial (2 * m + 1) : ℝ) * x ^ (1 + 2 * m)) =
        fun m : ℕ => (κ * x) ^ (2 * m + 1) / (Nat.factorial (2 * m + 1) : ℝ) := by
      funext m
      rw [mul_pow, add_comm 1 (2 * m)]
      ring
    rw [e]
    exact Real.hasSum_sinh (κ * x)

end

end LAPWZeroEnergyLinearization
```

```lean
#print axioms LAPWZeroEnergyLinearization.finite_wave
#print axioms LAPWZeroEnergyLinearization.sinh_wave
```

```
'LAPWZeroEnergyLinearization.finite_wave' depends on axioms: [propext, Classical.choice, Quot.sound]
'LAPWZeroEnergyLinearization.sinh_wave' depends on axioms: [propext, Classical.choice, Quot.sound]
```

## From the matching equations to the bound in Lean

`hasDerivAt_trial` computes the slope of the combination. `existsUnique_match` then solves the two-by-two system: `ha` and `hb` are the formulas for $A$ and $B$, and the `linear_combination` steps check that they solve the system and that any other solution has the same coefficients. The auxiliary identity `hp` turns $l\,R^{l-1}R$ into $l\,R^l$ and treats $l=0$ separately, because there the natural-number exponent `l - 1` is 0.

`exists_profile` constructs $g$. The hypothesis gives convergence of the series in $r$, and the proof transfers it to $\sum_m c_m x^m$ by setting $r=\sqrt x$ and dividing by $r^l$. At $x=0$ that division fails for $l>0$, but there only the term $m=0$ can be nonzero.

`profile_convex` proves the convexity inequality term by term from `convexOn_pow`, multiplies it by `c m`, and sums with `hasSum_le`.

`tangent_below` contains the tangent argument. `h0` is the value condition $g(R^2)=a+bR^2$, and `hq` says that the mismatch divided by $r^l$ has zero derivative at $R$. Differentiability of $g$ is not assumed. The proof composes the quotient with the square root and adds the line $a+bx$. The result equals $g$ near $R^2$, so `hgd` obtains the slope $b$ for $g$ itself. The last three cases are $x<R^2$, $x=R^2$ and $x>R^2$; in the outer two, convexity compares the slope of the secant with that of the tangent.

`linearization_le` sets $x=r^2$ and multiplies by $r^l$. `finite_wave` reduces to it by extending the coefficients by zero outside `S`, and takes existence and uniqueness from `existsUnique_match`. `sinh_wave` supplies the coefficients $\kappa^{2m+1}/(2m+1)!$, which are nonnegative for $\kappa\ge0$, and uses Mathlib's series for the hyperbolic sine.
